# A state-removing transformation that carries radial solutions to a new potential at the same energy

## Radial functions, accumulated norm and accumulated overlap

We use atomic units and write the radial wave function as $u(r)=rR(r)$, so that for one electron in a local central potential

$$-\tfrac12u''+Vu=Eu,\qquad r>0.$$

Any centrifugal term $l(l+1)/(2r^2)$ is contained in $V$. A "solution" is a twice differentiable function that satisfies this equation at every $r>0$. It need not be normalised or obey a boundary condition, and the zero function counts.

Let $u_0$ be a solution at energy $E_0$, the one to be removed, and $u$ a solution at energy $E$. Two further functions enter:

- $I>0$ with $I'=u_0^2$, the norm of $u_0$ accumulated up to $r$, plus a constant;
- $W$ with $W'=u_0u$, the accumulated overlap of $u_0$ and $u$, subject to
$$u_0u'-u_0'u=2(E_0-E)W. \tag{1}$$

For $E\ne E_0$, condition (1) fixes the integration constant of $W$. If the Wronskian on the left vanishes at the origin, as it does for two regular solutions, this is the choice $W(r)=\int_0^r u_0u\,ds$.

## The transformed equation

The claim is that

$$y=u-\frac{u_0W}{I}\quad\text{satisfies}\quad -\tfrac12y''+\bigl(V-(\log I)''\bigr)y=Ey.$$

For a single electron in an atomic model potential, take $u_0$ to be a bound core state and $I(r)=\int_0^r u_0^2\,ds$. The new potential, which applies to the angular momentum of $u_0$, then lacks this core state, while the other bound states of that angular momentum keep their energies.

**The potential.** Since $(\log I)'=u_0^2/I$,

$$(\log I)''=\frac{2u_0u_0'}{I}-\frac{u_0^4}{I^2}.$$

**First derivative.** The product rule gives

$$y'=u'-\frac{u_0'W}{I}-\frac{u_0^2u}{I}+\frac{u_0^3W}{I^2}
=u'-\frac{u_0'W}{I}-\frac{u_0^2}{I}\,y.$$

**Second derivative.** Differentiating again,

$$y''=u''-\frac{u_0''W}{I}-\frac{u_0u_0'}{I}y-(\log I)''y-\frac{u_0^2}{I}y'.$$

The radial equations $u''=2(V-E)u$ and $u_0''=2(V-E_0)u_0$ turn the first two terms into

$$2(V-E)y+2(E_0-E)\frac{u_0W}{I}.$$

Inserting $y'$ in the last term and subtracting the desired right-hand side leaves

$$y''-2\bigl(V-(\log I)''-E\bigr)y=\frac{u_0}{I}\Bigl[2(E_0-E)W-(u_0u'-u_0'u)\Bigr],$$

which vanishes by (1).

**Where $W$ comes from.** The two radial equations also give $(u_0u'-u_0'u)'=2(E_0-E)u_0u$. For $E\neq E_0$ the Wronskian divided by $2(E_0-E)$ is therefore a valid $W$, and (1) is no extra assumption.

## What happens at the removed energy

Take $u=u_0$ and $E=E_0$. Both sides of (1) vanish, so any $W$ with $W'=u_0^2$ is allowed. The choice $W=I$ gives $y=0$, while $W=I-1$ gives $y=u_0/I$, a solution of the new equation at $E_0$. Its norm follows from $(-1/I)'=u_0^2/I^2$:

$$\int_a^b\Bigl(\frac{u_0}{I}\Bigr)^2ds=\frac1{I(a)}-\frac1{I(b)}.$$

If $I\to0$ at the origin, this diverges as $a\to0^+$. That is the sense of "removing" here. If $I$ tends to a positive constant, the integral stays finite at the origin and the name no longer fits, although the transformation still holds.

For two functions $u_1,u_2$ with accumulated overlaps $W_1,W_2$ and transforms $y_1,y_2$, expanding the product gives

$$u_1u_2-y_1y_2=\frac{u_0(u_1W_2+u_2W_1)}{I}-\frac{u_0^2W_1W_2}{I^2}=\Bigl(\frac{W_1W_2}{I}\Bigr)'.$$

Overlap integrals over an interval thus change only by boundary values.

## The free wave, with numbers at $r=\pi$

Let $V=0$, $u_0=r$, $E_0=0$, $u=\sin r$ and $E=\tfrac12$, with $I=r^3/3$ and $W=\sin r-r\cos r$. Here $u_0$ is a regular solution but not a bound state. Then $-(\log I)''=3/r^2$, the centrifugal term for $l=2$, and

$$y=\sin r+\frac{3\cos r}{r}-\frac{3\sin r}{r^2}.$$

At $r=\pi$ we have $y=-3/\pi\approx-0.9549$, and differentiating twice gives $y''=3/\pi-18/\pi^3\approx0.3744$. Hence

$$-\tfrac12y''+\frac{3}{\pi^2}y\approx-0.1872-0.2903=-0.4775\approx\tfrac12y.$$

## A wrong integration constant breaks the equation

Keep this example but use $W+1$ in place of $W$. The derivative condition $W'=u_0u$ still holds, but (1) fails. The transform becomes $\tilde y=y-3/r^2$. Since $1/r^2$ solves the new equation at energy $0$, not $\tfrac12$,

$$-\tfrac12\tilde y''+\frac{3}{r^2}\tilde y-\tfrac12\tilde y=\frac{3}{2r^2}\neq0.$$

## How the Lean statement expresses the physics

`IsRadialSolution V E u` is the notion of solution given at the start. It demands differentiability of `u` and of `deriv u` at each positive `r`, together with the equation. All functions have type `ℝ → ℝ`, but only positive radii matter. `removedPotential V I` contains the actual second derivative of $\log I$, and `susyTransform u0 I W u` is $y$.

In `state_removing_transformation`, `h0` and `h` are the two radial equations, `hI` is positivity, `hI'` and `hW'` are the derivative conditions, and `hw` is (1). The conclusion is the radial equation for $y$ in the new potential at energy `E`. `transformation_of_wronskian` replaces `hW'` and `hw` by `E0 ≠ E`.

The potential is local and otherwise arbitrary. The theorems do not treat boundary conditions, the full spectrum of the new potential, or interacting electrons.

## The complete file

```lean
import Mathlib

open Filter Topology

namespace StateRemovingTransformation

noncomputable section

/-- `u` is twice differentiable on `r > 0` and satisfies the radial equation
`-u''/2 + V u = E u` there. -/
def IsRadialSolution (V : ℝ → ℝ) (E : ℝ) (u : ℝ → ℝ) : Prop :=
  ∀ r : ℝ, 0 < r → DifferentiableAt ℝ u r ∧ DifferentiableAt ℝ (deriv u) r ∧
    -(deriv (deriv u) r) / 2 + V r * u r = E * u r

/-- The transformed potential `V - (log I)''`, used where `I > 0`. -/
def removedPotential (V I : ℝ → ℝ) (r : ℝ) : ℝ :=
  V r - deriv (deriv fun s => Real.log (I s)) r

/-- The transformed wave function `y = u - u0 W / I`, used where `I > 0`. -/
def susyTransform (u0 I W u : ℝ → ℝ) (r : ℝ) : ℝ :=
  u r - u0 r * W r / I r

variable {V u0 u I W : ℝ → ℝ} {E0 E : ℝ}

/-- A function with first derivative `v` and second derivative `2 (V - E) u` on `r > 0`
solves the radial equation. -/
theorem radial_of_hasDerivAt {v : ℝ → ℝ} (h1 : ∀ r : ℝ, 0 < r → HasDerivAt u (v r) r)
    (h2 : ∀ r : ℝ, 0 < r → HasDerivAt v (2 * (V r - E) * u r) r) :
    IsRadialSolution V E u := by
  intro r hr
  have he : deriv u =ᶠ[𝓝 r] v := by
    filter_upwards [Ioi_mem_nhds hr] with x hx
    exact (h1 x hx).deriv
  have hd := (h2 r hr).congr_of_eventuallyEq he
  refine ⟨(h1 r hr).differentiableAt, hd.differentiableAt, ?_⟩
  rw [hd.deriv]
  ring

/-- The radial equation gives the second derivative `u'' = 2 (V - E) u`. -/
theorem second_deriv (h : IsRadialSolution V E u) {r : ℝ} (hr : 0 < r) :
    HasDerivAt (deriv u) (2 * (V r - E) * u r) r :=
  (h r hr).2.1.hasDerivAt.congr_deriv (by linear_combination (-2) * (h r hr).2.2)

/-- If `u0` solves the radial equation and `I > 0`, `I' = u0²` on `r > 0`, then on `r > 0` `(log
I)'' = 2 u0 u0' / I - u0⁴ / I²`. -/
theorem deriv_deriv_log (h0 : IsRadialSolution V E0 u0) (hI : ∀ r : ℝ, 0 < r → 0 < I r)
    (hI' : ∀ r : ℝ, 0 < r → HasDerivAt I (u0 r ^ 2) r) {r : ℝ} (hr : 0 < r) :
    deriv (deriv fun s => Real.log (I s)) r =
      2 * u0 r * deriv u0 r * (I r)⁻¹ - u0 r ^ 4 / I r ^ 2 := by
  have he : (deriv fun s => Real.log (I s)) =ᶠ[𝓝 r] fun s => u0 s * u0 s * (I s)⁻¹ := by
    filter_upwards [Ioi_mem_nhds hr] with x hx
    rw [((hI' x hx).log (hI x hx).ne').deriv]
    ring
  have hu := (h0 r hr).1.hasDerivAt
  have hJ : HasDerivAt (fun s => (I s)⁻¹) (-(u0 r ^ 2) / I r ^ 2) r :=
    (hI' r hr).inv (hI r hr).ne'
  rw [(((hu.fun_mul hu).fun_mul hJ).congr_of_eventuallyEq he).deriv]
  ring

/-- Let `u0` and `u` solve the radial equation at energies `E0` and `E`. If `I > 0`, `I' = u0²`, `W'
= u0 u` and `u0 u' - u0' u = 2 (E0 - E) W` on `r > 0`, then `y = u - u0 W / I` solves the radial
equation with potential `V - (log I)''` at the energy `E` of `u`. -/
theorem state_removing_transformation
    (h0 : IsRadialSolution V E0 u0) (h : IsRadialSolution V E u)
    (hI : ∀ r : ℝ, 0 < r → 0 < I r)
    (hI' : ∀ r : ℝ, 0 < r → HasDerivAt I (u0 r ^ 2) r)
    (hW' : ∀ r : ℝ, 0 < r → HasDerivAt W (u0 r * u r) r)
    (hw : ∀ r : ℝ, 0 < r → u0 r * deriv u r - deriv u0 r * u r = 2 * (E0 - E) * W r) :
    IsRadialSolution (removedPotential V I) E (susyTransform u0 I W u) := by
  have hJ : ∀ r : ℝ, 0 < r → HasDerivAt (fun s => (I s)⁻¹) (-(u0 r ^ 2) / I r ^ 2) r :=
    fun r hr => (hI' r hr).inv (hI r hr).ne'
  have e : susyTransform u0 I W u = fun s => u s - u0 s * W s * (I s)⁻¹ := by
    funext s
    simp only [susyTransform, div_eq_mul_inv]
  rw [e]
  -- first derivative: y' = u' - u0' W / I - (u0² / I) y
  have hy : ∀ r : ℝ, 0 < r → HasDerivAt (fun s => u s - u0 s * W s * (I s)⁻¹)
      (deriv u r - deriv u0 r * W r * (I r)⁻¹
        - u0 r * u0 r * (I r)⁻¹ * (u r - u0 r * W r * (I r)⁻¹)) r := fun r hr =>
    ((h r hr).1.hasDerivAt.fun_sub
      (((h0 r hr).1.hasDerivAt.fun_mul (hW' r hr)).fun_mul (hJ r hr))).congr_deriv (by ring)
  refine radial_of_hasDerivAt hy fun r hr => ?_
  have hu := (h0 r hr).1.hasDerivAt
  -- second derivative: what remains is a multiple of the Wronskian relation
  refine (((second_deriv h hr).fun_sub
    (((second_deriv h0 hr).fun_mul (hW' r hr)).fun_mul (hJ r hr))).fun_sub
    (((hu.fun_mul hu).fun_mul (hJ r hr)).fun_mul (hy r hr))).congr_deriv ?_
  rw [removedPotential, deriv_deriv_log h0 hI hI' hr]
  linear_combination (-(u0 r / I r)) * hw r hr

/-- For `E ≠ E0` the transformation holds with `W` given by the Wronskian of `u0` and `u`
divided by `2 (E0 - E)`. -/
theorem transformation_of_wronskian (hE : E0 ≠ E)
    (h0 : IsRadialSolution V E0 u0) (h : IsRadialSolution V E u)
    (hI : ∀ r : ℝ, 0 < r → 0 < I r)
    (hI' : ∀ r : ℝ, 0 < r → HasDerivAt I (u0 r ^ 2) r) :
    IsRadialSolution (removedPotential V I) E (susyTransform u0 I
      (fun r => (u0 r * deriv u r - deriv u0 r * u r) / (2 * (E0 - E))) u) := by
  have hd : E0 - E ≠ 0 := sub_ne_zero.2 hE
  have hne : 2 * (E0 - E) ≠ 0 := mul_ne_zero two_ne_zero hd
  refine state_removing_transformation h0 h hI hI' (fun r hr => ?_) (fun r _ => by field_simp)
  have hwr : HasDerivAt (fun s => u0 s * deriv u s - deriv u0 s * u s)
      (2 * (E0 - E) * (u0 r * u r)) r :=
    (((h0 r hr).1.hasDerivAt.fun_mul (second_deriv h hr)).fun_sub
      ((second_deriv h0 hr).fun_mul (h r hr).1.hasDerivAt)).congr_deriv (by ring)
  exact (hwr.div_const _).congr_deriv (mul_div_cancel_left₀ _ hne)

/-- At the energy `E0` the function `u0 / I` solves the transformed radial equation. -/
theorem removed_state_solution (h0 : IsRadialSolution V E0 u0)
    (hI : ∀ r : ℝ, 0 < r → 0 < I r)
    (hI' : ∀ r : ℝ, 0 < r → HasDerivAt I (u0 r ^ 2) r) :
    IsRadialSolution (removedPotential V I) E0 (fun r => u0 r / I r) := by
  -- take u = u0 and W = I - 1
  have h := state_removing_transformation (W := fun s => I s - 1) h0 h0 hI hI'
    (fun r hr => ((hI' r hr).sub_const 1).congr_deriv (by ring)) (fun r _ => by ring)
  have key : ∀ r : ℝ, 0 < r →
      u0 r / I r = susyTransform u0 I (fun s => I s - 1) u0 r := by
    intro r hr
    show u0 r / I r = u0 r - u0 r * (I r - 1) / I r
    rw [mul_sub, sub_div, mul_div_cancel_right₀ _ (hI r hr).ne']
    ring
  refine radial_of_hasDerivAt (v := deriv (susyTransform u0 I (fun s => I s - 1) u0))
    (fun r hr => (h r hr).1.hasDerivAt.congr_of_eventuallyEq ?_)
    (fun r hr => (second_deriv h hr).congr_deriv (by rw [key r hr]))
  filter_upwards [Ioi_mem_nhds hr] with x hx
  exact key x hx

/-- Let `u0` be continuous, `I > 0` and `I' = u0²` on `r > 0`, and let `b > 0`. If `I` tends to zero
at the origin, the integral of `(u0 / I)²` from `a` to `b` diverges as `a` tends to zero from above.
-/
theorem removed_state_norm_diverges (hc : ∀ r : ℝ, 0 < r → ContinuousAt u0 r)
    (hI : ∀ r : ℝ, 0 < r → 0 < I r)
    (hI' : ∀ r : ℝ, 0 < r → HasDerivAt I (u0 r ^ 2) r)
    (hzero : Tendsto I (𝓝[>] 0) (𝓝 0)) {b : ℝ} (hb : 0 < b) :
    Tendsto (fun a => ∫ s in a..b, (u0 s / I s) ^ 2) (𝓝[>] 0) atTop := by
  -- the integrand is the derivative of -1/I
  have key : ∀ a : ℝ, 0 < a →
      (I a)⁻¹ + -(I b)⁻¹ = ∫ s in a..b, (u0 s / I s) ^ 2 := by
    intro a ha
    have hpos : ∀ x ∈ Set.uIcc a b, 0 < x := fun x hx => lt_of_lt_of_le (lt_min ha hb) hx.1
    have hder : ∀ x ∈ Set.uIcc a b,
        HasDerivAt (fun s => -(I s)⁻¹) ((u0 x / I x) ^ 2) x := fun x hx =>
      ((hI' x (hpos x hx)).inv (hI x (hpos x hx)).ne').neg.congr_deriv (by ring)
    have hcont : ContinuousOn (fun s => (u0 s / I s) ^ 2) (Set.uIcc a b) := fun x hx =>
      (((hc x (hpos x hx)).div (hI' x (hpos x hx)).continuousAt
        (hI x (hpos x hx)).ne').pow 2).continuousWithinAt
    rw [intervalIntegral.integral_eq_sub_of_hasDerivAt hder hcont.intervalIntegrable]
    ring
  have hpos : ∀ᶠ a in 𝓝[>] (0 : ℝ), I a ∈ Set.Ioi (0 : ℝ) := by
    filter_upwards [self_mem_nhdsWithin] with a ha
    exact hI a ha
  have hinv : Tendsto (fun a => (I a)⁻¹) (𝓝[>] 0) atTop :=
    tendsto_inv_nhdsGT_zero.comp (tendsto_nhdsWithin_iff.2 ⟨hzero, hpos⟩)
  refine (tendsto_atTop_add_const_right _ (-(I b)⁻¹) hinv).congr' ?_
  filter_upwards [self_mem_nhdsWithin] with a ha
  exact key a ha

/-- The product of two wave functions and the product of their transforms differ by the
total derivative of `W1 W2 / I`. -/
theorem overlap_density {u1 u2 W1 W2 : ℝ → ℝ} {r : ℝ} (hI : 0 < I r)
    (hI' : HasDerivAt I (u0 r ^ 2) r) (h1 : HasDerivAt W1 (u0 r * u1 r) r)
    (h2 : HasDerivAt W2 (u0 r * u2 r) r) :
    HasDerivAt (fun s => W1 s * W2 s * (I s)⁻¹)
      (u1 r * u2 r - susyTransform u0 I W1 u1 r * susyTransform u0 I W2 u2 r) r := by
  have hJ : HasDerivAt (fun s => (I s)⁻¹) (-(u0 r ^ 2) / I r ^ 2) r := hI'.inv hI.ne'
  refine ((h1.fun_mul h2).fun_mul hJ).congr_deriv ?_
  unfold susyTransform
  ring

/-- For `V = 0` the functions `u0 = r`, `u = sin r`, `I = r³/3` and `W = sin r - r cos r`
meet all hypotheses of the transformation, with `E0 = 0` and `E = 1/2`. -/
theorem state_removing_transformation_witness :
    IsRadialSolution (fun _ => 0) 0 (fun r => r) ∧
    IsRadialSolution (fun _ => 0) (1 / 2) Real.sin ∧
    ∀ r : ℝ, 0 < r → 0 < r ^ 3 / 3 ∧ HasDerivAt (fun s : ℝ => s ^ 3 / 3) (r ^ 2) r ∧
      HasDerivAt (fun s => Real.sin s - s * Real.cos s) (r * Real.sin r) r ∧
      r * deriv Real.sin r - deriv (fun s : ℝ => s) r * Real.sin r =
        2 * (0 - 1 / 2) * (Real.sin r - r * Real.cos r) := by
  refine ⟨radial_of_hasDerivAt (v := fun _ => 1) (fun r _ => hasDerivAt_id' r)
      (fun r _ => (hasDerivAt_const r (1 : ℝ)).congr_deriv (by simp)),
    radial_of_hasDerivAt (v := Real.cos) (fun r _ => Real.hasDerivAt_sin r)
      (fun r _ => (Real.hasDerivAt_cos r).congr_deriv ?_),
    fun r hr => ⟨by positivity, ((hasDerivAt_pow 3 r).div_const 3).congr_deriv ?_,
      ((Real.hasDerivAt_sin r).fun_sub
        ((hasDerivAt_id' r).fun_mul (Real.hasDerivAt_cos r))).congr_deriv (by ring), ?_⟩⟩
  · show -Real.sin r = 2 * (0 - 1 / 2) * Real.sin r
    ring
  · show ((3 : ℕ) : ℝ) * r ^ 2 / 3 = r ^ 2
    push_cast
    ring
  · rw [(Real.hasDerivAt_sin r).deriv, (hasDerivAt_id' r).deriv]
    ring

/-- With `u0 = r`, `I = r³/3` and `W = sin r - r cos r`, the transform of `sin r` is a solution at
energy `1/2` in the potential `3/r²`, the centrifugal term `l(l+1)/(2r²)` for `l = 2`. -/
theorem free_wave_to_centrifugal :
    IsRadialSolution (fun r => 3 / r ^ 2) (1 / 2)
      (susyTransform (fun r => r) (fun r => r ^ 3 / 3)
        (fun r => Real.sin r - r * Real.cos r) Real.sin) := by
  obtain ⟨h0, h, hr4⟩ := state_removing_transformation_witness
  intro r hr
  have hy := state_removing_transformation (u0 := fun s => s) (I := fun s => s ^ 3 / 3)
    (W := fun s => Real.sin s - s * Real.cos s) h0 h (fun s hs => (hr4 s hs).1)
    (fun s hs => (hr4 s hs).2.1) (fun s hs => (hr4 s hs).2.2.1)
    (fun s hs => (hr4 s hs).2.2.2) r hr
  have hd : deriv (fun s : ℝ => s) r = 1 := (hasDerivAt_id' r).deriv
  have hL : deriv (deriv fun s : ℝ => Real.log (s ^ 3 / 3)) r =
      2 * r * 1 * (r ^ 3 / 3)⁻¹ - r ^ 4 / (r ^ 3 / 3) ^ 2 := by
    have hlog := deriv_deriv_log (u0 := fun s => s) (I := fun s => s ^ 3 / 3) h0
      (fun s hs => (hr4 s hs).1) (fun s hs => (hr4 s hs).2.1) hr
    rw [hd] at hlog
    exact hlog
  have hp : removedPotential (fun _ => 0) (fun s => s ^ 3 / 3) r = 3 / r ^ 2 := by
    show 0 - deriv (deriv fun s : ℝ => Real.log (s ^ 3 / 3)) r = 3 / r ^ 2
    rw [hL]
    field_simp
    ring
  refine ⟨hy.1, hy.2.1, ?_⟩
  have h3 := hy.2.2
  rw [hp] at h3
  exact h3

end

end StateRemovingTransformation
```

```lean
#print axioms StateRemovingTransformation.removed_state_solution
-- 'StateRemovingTransformation.removed_state_solution' depends on axioms: [propext, Classical.choice, Quot.sound]
#print axioms StateRemovingTransformation.removed_state_norm_diverges
-- 'StateRemovingTransformation.removed_state_norm_diverges' depends on axioms: [propext, Classical.choice, Quot.sound]
#print axioms StateRemovingTransformation.overlap_density
-- 'StateRemovingTransformation.overlap_density' depends on axioms: [propext, Classical.choice, Quot.sound]
#print axioms StateRemovingTransformation.free_wave_to_centrifugal
-- 'StateRemovingTransformation.free_wave_to_centrifugal' depends on axioms: [propext, Classical.choice, Quot.sound]
```

## How the proof follows the calculation

**Passing between equation and derivatives.** `second_deriv` rewrites the radial equation as $u''=2(V-E)u$. `radial_of_hasDerivAt` goes back: from a first derivative `v` and its derivative it recovers `IsRadialSolution`. A second derivative at $r$ depends on the first derivative near $r$, so the lemma shows that `deriv u` and `v` agree in a neighbourhood. `deriv_deriv_log` computes $(\log I)''$ in the same manner.

**The main theorem.** `hJ` differentiates $1/I$, and `hy` is the compact formula for $y'$. Differentiating that formula gives $y''$, with `second_deriv` supplying $u''$ and $u_0''$. After `deriv_deriv_log` is inserted, the final `linear_combination` multiplies `hw` by $-u_0/I$, exactly the remainder found by hand.

**The Wronskian.** In `transformation_of_wronskian`, `hwr` is the derivative of the Wronskian. Division by $2(E_0-E)$ yields the required $W'$, and `field_simp` checks (1).

**The removed energy.** `removed_state_solution` applies the main theorem with $u=u_0$ and $W=I-1$, then identifies the result with $u_0/I$ on $r>0$. `removed_state_norm_diverges` obtains the integral formula, `key`, from the fundamental theorem of calculus and lets $1/I(a)$ tend to infinity. It assumes continuity of $u_0$, which makes the integrability step short, but not its radial equation.

**Overlaps and the example.** `overlap_density` differentiates $W_1W_2/I$ and compares the two sides with `ring`. `state_removing_transformation_witness` verifies every hypothesis for the free wave. `free_wave_to_centrifugal` then applies the main theorem and simplifies the new potential to $3/r^2$.
